# The momentum distribution from displaced-wavefunction ratios on a finite ring is a probability distribution

## Averaging where the wavefunction is nonzero

The ratio $\psi(r+s,R)/\psi(r,R)$ has no value at a node of $\psi$, so the average of this ratio is taken only over configurations with $\psi(r,R)\neq 0$. These are the configurations that sampling from $|\psi|^2$ can visit. With this choice $\psi$ may have nodes and may be complex; it only has to be nonzero somewhere, so that $|\psi|^2$ can be normalised.

Here $r$ is the position of one particle on a ring of $L\ge 1$ sites, with addition modulo $L$, and $R$ stands for all other coordinates, which take values in a finite set $C$. Write
$$W=\sum_{r,R}|\psi(r,R)|^2$$
for the squared norm. For a displacement $s$ and a momentum label $k$, both integers modulo $L$, define
$$g(s)=\frac1W\sum_{\psi(r,R)\ne0}|\psi(r,R)|^2\,\frac{\psi(r+s,R)}{\psi(r,R)},\qquad n_k=\frac1L\sum_s e^{-2\pi iks/L}\,g(s).$$

In variational Monte Carlo, $g(s)$ is estimated by moving one particle of a sampled configuration and recording the wavefunction ratio. For a finite ring and exact averages, the result below says that the numbers $n_k$ form a probability distribution over the momentum labels.

## What is stated

The main theorem, `momentum_is_probability`, says that if $\psi$ is not identically zero, then every $n_k$ has zero imaginary part and nonnegative real part, and $\sum_k n_k=1$.

The Lean objects correspond to the physics as follows.

- A wavefunction is a function `ψ : ZMod L × C → ℂ`. A configuration `x` is the pair $(r,R)$, with `x.1` for $r$ and `x.2` for $R$.
- `weight ψ` is $W$, `displacement ψ s` is $g(s)$ and `momentum ψ k` is $n_k$. The last two are complex numbers by type, so reality is part of what is proved.
- `phase k s` is $e^{-2\pi iks/L}$, computed from the representatives of $k$ and $s$ between $0$ and $L-1$.
- The hypothesis `ψ ≠ 0` compares functions: it means that $\psi$ is nonzero at some configuration, not at all of them.

The normalisation is to one for the single displaced particle. No exchange symmetry is assumed, and no Hamiltonian enters.

Two further theorems describe special wavefunctions. If $\psi$ is real, then $n_{-k}=n_k$. If $\psi(r,R)=e^{2\pi iqr/L}\chi(R)$ with $\chi$ not identically zero, then $n_k$ is $1$ at $k=q$ and $0$ elsewhere.

The statements concern exact averages over a finite configuration space. They do not cover continuous space or the scatter of a finite sample, whose estimate of $n_k$ can be negative or complex. Nor do they cover the mixed distribution of diffusion Monte Carlo, where the sampling weight is not $|\psi|^2$.

## From an overlap to a sum of squares

Where $\psi\neq0$, we have $|\psi|^2/\psi=\psi^*$. Hence
$$W g(s)=\sum_{\psi(r,R)\neq0}\psi^*(r,R)\,\psi(r+s,R)=\sum_{r,R}\psi^*(r,R)\,\psi(r+s,R).$$
The second equality holds because the restored terms contain the factor $\psi^*(r,R)=0$. Leaving out the nodes therefore loses nothing: $Wg(s)$ is the full overlap of $\psi$ with its translate.

Define the Fourier amplitude at fixed $R$ by
$$A_k(R)=\sum_r e^{-2\pi ikr/L}\,\psi(r,R).$$
Insert the overlap into $n_k$ and split the phase as $e^{-2\pi iks/L}=e^{2\pi ikr/L}\,e^{-2\pi ik(r+s)/L}$:
$$LW n_k=\sum_{r,R}\left(e^{-2\pi ikr/L}\psi(r,R)\right)^*\sum_s e^{-2\pi ik(r+s)/L}\,\psi(r+s,R).$$
At fixed $r$, the site $r'=r+s$ runs once over the ring as $s$ does, so the inner sum is $A_k(R)$. The remaining sum over $r$ gives $A_k(R)^*$, and
$$n_k=\frac{1}{LW}\sum_R|A_k(R)|^2\ \ge 0.$$

## The sum rule by Fourier inversion

For an integer $a$, put $z=e^{2\pi ia/L}$. If $a$ is a multiple of $L$, then $\sum_{k=0}^{L-1}z^k=L$. Otherwise $z\ne1$ and $z^L=1$, so the geometric sum is $(z^L-1)/(z-1)=0$. Therefore
$$\sum_k e^{2\pi iks/L}\,n_k=\sum_t g(t)\,\frac1L\sum_k e^{2\pi ik(s-t)/L}=g(s).$$
At $s=0$ the left side is $\sum_k n_k$. On the right, the ratio in the average is $1$, so $g(0)=W/W=1$.

## Real wavefunctions and plane waves

If $\psi$ is real, conjugating $A_k(R)$ changes only the sign in the exponent. Thus $A_{-k}(R)=A_k(R)^*$, the squared moduli agree, and $n_{-k}=n_k$.

For the plane wave, a translation gives $\psi(r+s,R)=e^{2\pi iqs/L}\psi(r,R)$, so $g(s)=e^{2\pi iqs/L}$. Then
$$n_k=\frac1L\sum_s e^{2\pi i(q-k)s/L},$$
which is $1$ for $k=q$ and $0$ otherwise.

## One site, two sites, and a complex wave on three

On one site, the only displacement is $s=0$ and the only momentum is $k=0$, with $n_0=g(0)=1$. On two sites with a single value of $R$, let $\psi$ take the values $a$ and $b$, not both zero. Then
$$n_0=\frac{|a+b|^2}{2(|a|^2+|b|^2)},\qquad n_1=\frac{|a-b|^2}{2(|a|^2+|b|^2)}.$$
Both are nonnegative and they add up to one. For $b=0$ the wavefunction has a node, and $n_0=n_1=1/2$.

The evenness of $n_k$ can fail when $\psi$ is not real. Take $L=3$, a single value of $R$, and $\psi(r)=e^{2\pi ir/3}$. Then $n_1=1$, while $n_{-1}=n_2=0$.

## The Lean file

```lean
import Mathlib

open scoped ComplexConjugate

noncomputable section

namespace MomentumDistributionEstimator

variable {L : ℕ} [NeZero L] {C : Type*} [Fintype C]

/-- The Fourier phase `exp(-2πi k s / L)` on a ring of `L` sites. -/
def phase (k s : ZMod L) : ℂ :=
  Complex.exp (-2 * (Real.pi : ℂ) * Complex.I * (k.val : ℂ) * (s.val : ℂ) / (L : ℂ))

/-- The squared norm `⟨ψ, ψ⟩` of a wavefunction of the position `r` on the ring and the
remaining coordinates `R`. -/
def weight (ψ : ZMod L × C → ℂ) : ℝ := ∑ x, ‖ψ x‖ ^ 2

/-- The average of `f` under probability proportional to `|ψ|²`, summed over the configurations with
`ψ ≠ 0`. This is an average only if `ψ` is not identically zero; for `ψ = 0` Lean's division by zero
gives the value `0`. -/
def average (ψ f : ZMod L × C → ℂ) : ℂ :=
  (∑ x with ψ x ≠ 0, (‖ψ x‖ : ℂ) ^ 2 * f x) / (weight ψ : ℂ)

/-- The displacement estimator `g(s)`: the `|ψ|²`-average of `ψ(r+s,R) / ψ(r,R)`, for `ψ` not
identically zero. -/
def displacement (ψ : ZMod L × C → ℂ) (s : ZMod L) : ℂ :=
  average ψ (fun x => ψ (x.1 + s, x.2) / ψ x)

/-- The momentum distribution `n_k = (1/L) ∑ₛ exp(-2πi k s / L) g(s)`, for `ψ` not identically
zero. -/
def momentum (ψ : ZMod L × C → ℂ) (k : ZMod L) : ℂ :=
  1 / (L : ℂ) * ∑ s, phase k s * displacement ψ s

/-- The Fourier amplitude `∑ᵣ exp(-2πi k r / L) ψ(r,R)` at fixed remaining coordinates `R`. -/
def amplitude (ψ : ZMod L × C → ℂ) (k : ZMod L) (R : C) : ℂ :=
  ∑ r, phase k r * ψ (r, R)

/-- The Fourier phase is the standard additive character of the ring evaluated at `-ks`. -/
lemma phase_eq_char (k s : ZMod L) : phase k s = ZMod.stdAddChar (-(k * s)) := by
  have hc : ((-((k.val : ℤ) * (s.val : ℤ)) : ℤ) : ZMod L) = -(k * s) := by
    simp only [Int.cast_neg, Int.cast_mul, Int.cast_natCast, ZMod.natCast_zmod_val]
  rw [← hc, ZMod.stdAddChar_coe, phase]
  congr 1
  simp only [Int.cast_neg, Int.cast_mul, Int.cast_natCast]
  ring

/-- The conjugate Fourier phase is the standard additive character evaluated at `ks`. -/
lemma conj_phase (k s : ZMod L) : conj (phase k s) = ZMod.stdAddChar (k * s) := by
  rw [phase_eq_char, ← AddChar.map_neg_eq_conj, neg_neg]

/-- Orthogonality of plane waves: the characters sum to `L` at zero and to `0` elsewhere. -/
lemma sum_char (a : ZMod L) :
    ∑ k : ZMod L, (ZMod.stdAddChar (k * a) : ℂ) = if a = 0 then (L : ℂ) else 0 := by
  rw [AddChar.sum_mulShift a (ZMod.isPrimitive_stdAddChar L)]
  split_ifs <;> simp [ZMod.card]

/-- A wavefunction that is not identically zero has nonzero squared norm. -/
lemma weight_ne_zero {ψ : ZMod L × C → ℂ} (hψ : ψ ≠ 0) : (weight ψ : ℂ) ≠ 0 := by
  obtain ⟨x, hx⟩ := Function.ne_iff.mp hψ
  have hx' : 0 < ‖ψ x‖ := norm_pos_iff.mpr hx
  have h : 0 < weight ψ :=
    Finset.sum_pos' (fun _ _ => by positivity) ⟨x, Finset.mem_univ x, by positivity⟩
  exact_mod_cast h.ne'

/-- The squared norm is the overlap of `ψ` with itself. -/
lemma weight_eq (ψ : ZMod L × C → ℂ) : (weight ψ : ℂ) = ∑ x, conj (ψ x) * ψ x := by
  simp only [weight, Complex.ofReal_sum, Complex.ofReal_pow, Complex.conj_mul']

/-- The displacement estimator times the squared norm is the overlap of `ψ` with its copy translated
by `-s` along the ring, which is the function `(r,R) ↦ ψ(r+s,R)`. -/
theorem weight_mul_displacement {ψ : ZMod L × C → ℂ} (hψ : ψ ≠ 0) (s : ZMod L) :
    (weight ψ : ℂ) * displacement ψ s = ∑ x, conj (ψ x) * ψ (x.1 + s, x.2) := by
  rw [displacement, average, mul_div_assoc', mul_div_cancel_left₀ _ (weight_ne_zero hψ),
    Finset.sum_filter]
  refine Finset.sum_congr rfl fun x _ => ?_
  by_cases h : ψ x = 0
  · simp [h]
  · rw [if_pos h, ← Complex.conj_mul']
    field_simp

/-- The momentum distribution times `L ⟨ψ, ψ⟩` is the sum over `R` of the squared moduli of the
Fourier amplitudes of `ψ`. -/
theorem weight_mul_momentum {ψ : ZMod L × C → ℂ} (hψ : ψ ≠ 0) (k : ZMod L) :
    (L : ℂ) * (weight ψ : ℂ) * momentum ψ k = ((∑ R, ‖amplitude ψ k R‖ ^ 2 : ℝ) : ℂ) := by
  have hL : (L : ℂ) ≠ 0 := Nat.cast_ne_zero.mpr (NeZero.ne L)
  calc (L : ℂ) * (weight ψ : ℂ) * momentum ψ k
      = (weight ψ : ℂ) * ∑ s, phase k s * displacement ψ s := by
        rw [momentum]
        field_simp
    _ = ∑ s, phase k s * ((weight ψ : ℂ) * displacement ψ s) := by
        rw [Finset.mul_sum]
        exact Finset.sum_congr rfl fun s _ => by ring
    _ = ∑ s, ∑ x, phase k s * (conj (ψ x) * ψ (x.1 + s, x.2)) := by
        simp_rw [weight_mul_displacement hψ, Finset.mul_sum]
    _ = ∑ x, ∑ s, phase k s * (conj (ψ x) * ψ (x.1 + s, x.2)) := Finset.sum_comm
    _ = ∑ x : ZMod L × C, conj (phase k x.1 * ψ x) * amplitude ψ k x.2 := by
        refine Finset.sum_congr rfl fun x _ => ?_
        -- the displaced position r + s becomes an independent summation variable
        have hs : amplitude ψ k x.2 = ∑ s, phase k (x.1 + s) * ψ (x.1 + s, x.2) :=
          (Equiv.sum_comp (Equiv.addLeft x.1) (fun r => phase k r * ψ (r, x.2))).symm
        rw [hs, Finset.mul_sum]
        refine Finset.sum_congr rfl fun s _ => ?_
        have h : phase k s = conj (phase k x.1) * phase k (x.1 + s) := by
          rw [conj_phase, phase_eq_char, phase_eq_char, ← AddChar.map_add_eq_mul]
          congr 1
          ring
        rw [h, map_mul]
        ring
    _ = ((∑ R, ‖amplitude ψ k R‖ ^ 2 : ℝ) : ℂ) := by
        rw [Fintype.sum_prod_type_right, Complex.ofReal_sum]
        refine Finset.sum_congr rfl fun R _ => ?_
        show ∑ r, conj (phase k r * ψ (r, R)) * amplitude ψ k R = _
        rw [Complex.ofReal_pow, ← Complex.conj_mul', ← Finset.sum_mul,
          ← map_sum (starRingEnd ℂ), amplitude]

/-- Fourier inversion: the displacement estimator is recovered from the momentum distribution as
`g(s) = ∑ₖ exp(2πi k s / L) n_k`. -/
theorem sum_momentum_phase (ψ : ZMod L × C → ℂ) (s : ZMod L) :
    ∑ k, conj (phase k s) * momentum ψ k = displacement ψ s := by
  have hL : (L : ℂ) ≠ 0 := Nat.cast_ne_zero.mpr (NeZero.ne L)
  calc ∑ k, conj (phase k s) * momentum ψ k
      = ∑ k, ∑ t, 1 / (L : ℂ) * displacement ψ t * ZMod.stdAddChar (k * (s - t)) := by
        refine Finset.sum_congr rfl fun k _ => ?_
        rw [momentum, Finset.mul_sum, Finset.mul_sum]
        refine Finset.sum_congr rfl fun t _ => ?_
        rw [show k * (s - t) = k * s + -(k * t) by ring, AddChar.map_add_eq_mul,
          conj_phase, phase_eq_char]
        ring
    _ = ∑ t, 1 / (L : ℂ) * displacement ψ t * ∑ k, ZMod.stdAddChar (k * (s - t)) := by
        rw [Finset.sum_comm]
        simp_rw [Finset.mul_sum]
    _ = displacement ψ s := by
        rw [Finset.sum_eq_single s]
        · rw [sum_char, if_pos (sub_self s)]
          field_simp
        · intro t _ ht
          rw [sum_char, if_neg (sub_ne_zero.mpr ht.symm), mul_zero]
        · simp

/-- For every wavefunction that is not identically zero, the momentum distribution is real and
nonnegative, and it sums to one over the momenta of the ring. -/
theorem momentum_is_probability {ψ : ZMod L × C → ℂ} (hψ : ψ ≠ 0) :
    (∀ k, (momentum ψ k).im = 0 ∧ 0 ≤ (momentum ψ k).re) ∧ ∑ k, momentum ψ k = 1 := by
  have hL : (L : ℂ) ≠ 0 := Nat.cast_ne_zero.mpr (NeZero.ne L)
  have hW := weight_ne_zero hψ
  constructor
  · intro k
    have h : momentum ψ k =
        (((∑ R, ‖amplitude ψ k R‖ ^ 2) / ((L : ℝ) * weight ψ) : ℝ) : ℂ) := by
      rw [Complex.ofReal_div, ← weight_mul_momentum hψ k, Complex.ofReal_mul,
        Complex.ofReal_natCast, mul_div_cancel_left₀ _ (mul_ne_zero hL hW)]
    have hw : 0 ≤ weight ψ := Finset.sum_nonneg fun _ _ => by positivity
    rw [h, Complex.ofReal_im, Complex.ofReal_re]
    exact ⟨rfl, by positivity⟩
  · -- the sum rule is Fourier inversion at zero displacement
    have h0 : displacement ψ 0 = 1 := by
      apply mul_left_cancel₀ hW
      rw [weight_mul_displacement hψ, mul_one, weight_eq]
      simp only [add_zero, Prod.mk.eta]
    rw [← h0, ← sum_momentum_phase ψ 0]
    refine Finset.sum_congr rfl fun k _ => ?_
    rw [conj_phase, mul_zero, AddChar.map_zero_eq_one, one_mul]

/-- For a real wavefunction that is not identically zero, the momentum distribution is even in the
momentum. -/
theorem momentum_neg_of_real {ψ : ZMod L × C → ℂ} (hψ : ψ ≠ 0)
    (hreal : ∀ x, conj (ψ x) = ψ x) (k : ZMod L) : momentum ψ (-k) = momentum ψ k := by
  have hL : (L : ℂ) ≠ 0 := Nat.cast_ne_zero.mpr (NeZero.ne L)
  have hp : ∀ r, phase (-k) r = conj (phase k r) := fun r => by
    rw [conj_phase, phase_eq_char, neg_mul, neg_neg]
  have ha : ∀ R, amplitude ψ (-k) R = conj (amplitude ψ k R) := fun R => by
    simp only [amplitude, map_sum, map_mul, hreal, hp]
  apply mul_left_cancel₀ (mul_ne_zero hL (weight_ne_zero hψ))
  rw [weight_mul_momentum hψ, weight_mul_momentum hψ]
  simp only [ha, RCLike.norm_conj]

/-- A plane wave of momentum `q` on the ring, times any nonzero function of the remaining
coordinates, has `n_k = 1` at `k = q` and `n_k = 0` at all other momenta. -/
theorem momentum_planeWave (q : ZMod L) {χ : C → ℂ} (hχ : χ ≠ 0) (k : ZMod L) :
    momentum (fun x : ZMod L × C => conj (phase q x.1) * χ x.2) k = if k = q then 1 else 0 := by
  have hL : (L : ℂ) ≠ 0 := Nat.cast_ne_zero.mpr (NeZero.ne L)
  set ψ : ZMod L × C → ℂ := fun x => conj (phase q x.1) * χ x.2 with hdef
  have hψ : ψ ≠ 0 := by
    obtain ⟨R, hR⟩ := Function.ne_iff.mp hχ
    refine Function.ne_iff.mpr ⟨(0, R), ?_⟩
    show conj (phase q 0) * χ R ≠ 0
    rw [conj_phase, mul_zero, AddChar.map_zero_eq_one, one_mul]
    exact hR
  -- translation multiplies the plane wave by a constant phase
  have hshift : ∀ (x : ZMod L × C) s, ψ (x.1 + s, x.2) = ZMod.stdAddChar (q * s) * ψ x := by
    intro x s
    show conj (phase q (x.1 + s)) * χ x.2 = _ * (conj (phase q x.1) * χ x.2)
    rw [conj_phase, conj_phase, mul_add, AddChar.map_add_eq_mul]
    ring
  have hg : ∀ s, displacement ψ s = ZMod.stdAddChar (q * s) := by
    intro s
    apply mul_left_cancel₀ (weight_ne_zero hψ)
    rw [weight_mul_displacement hψ, weight_eq, Finset.sum_mul]
    refine Finset.sum_congr rfl fun x _ => ?_
    rw [hshift]
    ring
  have hsum : ∑ s, phase k s * displacement ψ s = if q - k = 0 then (L : ℂ) else 0 := by
    rw [← sum_char]
    refine Finset.sum_congr rfl fun s _ => ?_
    rw [hg, phase_eq_char, ← AddChar.map_add_eq_mul]
    congr 1
    ring
  rw [momentum, hsum]
  by_cases h : k = q
  · rw [if_pos h, if_pos (sub_eq_zero.mpr h.symm)]
    field_simp
  · rw [if_neg h, if_neg (sub_ne_zero.mpr (Ne.symm h)), mul_zero]

end MomentumDistributionEstimator
```

```lean
#print axioms MomentumDistributionEstimator.momentum_is_probability
#print axioms MomentumDistributionEstimator.momentum_neg_of_real
#print axioms MomentumDistributionEstimator.momentum_planeWave
```

```
'MomentumDistributionEstimator.momentum_is_probability' depends on axioms: [propext, Classical.choice, Quot.sound]
'MomentumDistributionEstimator.momentum_neg_of_real' depends on axioms: [propext, Classical.choice, Quot.sound]
'MomentumDistributionEstimator.momentum_planeWave' depends on axioms: [propext, Classical.choice, Quot.sound]
```

## How the proof follows the derivation

**Phases as characters.** `phase_eq_char` identifies the explicit exponential with Mathlib's standard additive character of `ZMod L`, evaluated at $-ks$. This takes care of arithmetic modulo $L$: products of phases become sums of arguments through `AddChar.map_add_eq_mul`. `conj_phase` gives the conjugate phase, and `sum_char` is the orthogonality relation, which Mathlib supplies in place of the geometric sum.

**The norm and the overlap.** `weight_ne_zero` picks a configuration with $\psi\ne0$ and concludes that $W>0$, which permits division by $W$. `weight_eq` writes $W$ as $\sum\psi^*\psi$. In `weight_mul_displacement`, `Finset.sum_filter` turns the restricted sum into a sum over all configurations with a condition inside. The `by_cases` then treats the two kinds of term: at a node both sides vanish, and elsewhere `field_simp` cancels $\psi$.

**The sum of squares.** The `calc` chain of `weight_mul_momentum` follows the derivation line by line. It moves $W$ inside the sum over $s$, inserts the overlap, and exchanges the sums with `Finset.sum_comm`. The change of variable $r'=r+s$ is `Equiv.sum_comp` applied to `Equiv.addLeft x.1`, and the step named `h` is the splitting of the phase. The last step groups the terms by $R$ and recognises $A_k(R)^*A_k(R)$ as a squared modulus.

**Inversion.** `sum_momentum_phase` exchanges the sums over $k$ and $t$. `Finset.sum_eq_single s` then keeps the term $t=s$, and `sum_char` shows that the others are zero.

**The main theorem.** In `momentum_is_probability`, the first half divides `weight_mul_momentum` by $LW$. This writes $n_k$ as a real quotient regarded as a complex number, so its imaginary part is zero, and `positivity` settles the sign. The second half proves $g(0)=1$ by cancelling $W$, and then applies the inversion formula at $s=0$.

**The special wavefunctions.** `momentum_neg_of_real` proves $A_{-k}(R)=A_k(R)^*$ as `ha` and compares the two sums of squares after cancelling $LW$. `momentum_planeWave` writes the wave as `conj (phase q x.1) * χ x.2`. Its steps `hshift`, `hg` and `hsum` are the translation rule, the value of $g(s)$ and the orthogonality sum, and the final case distinction is whether $k=q$.
